# For a positive definite quadratic energy, the uncoupled estimate never exceeds the frozen-orbital error

## Is the estimate from the leftover orbital gradient too high or too low?

I ran a CASSCF calculation with some orbital rotations held fixed, and at the end they still had a gradient $r$. To estimate the energy I lost, I took their own Hessian block $C$ and computed $\tfrac12\,r\cdot C^{-1}r$. But if those orbitals were released, the CI coefficients and the other orbitals would readjust too. Does ignoring that make my number too large or too small?

## Never too large, and exact only when the step exerts no force

In a second-order model with a positive definite Hessian, your number is a lower bound. The energy lost is

$$E_0-E_1=\tfrac12\,r\cdot S^{-1}r\;\ge\;\tfrac12\,r\cdot C^{-1}r,\qquad S=C-B^TA^{-1}B .$$

Here $E_0$ is the minimum with the rotations frozen and $E_1$ the minimum with everything relaxed. $A$ is the Hessian of the variables that were optimised, and $B$ couples them to the frozen rotations. Equality holds exactly when $BC^{-1}r=0$, which means that the uncoupled step $-C^{-1}r$, taken from the frozen minimum, exerts no force on the optimised variables.

### Relaxing one set of variables, then the other

Let $x$ collect the optimised variables (CI parameters and free rotations) and $y$ the frozen rotations. With gradients $g$ and $k$ at the expansion point,

$$E(x,y)=g\cdot x+k\cdot y+\tfrac12\left(x\cdot Ax+2\,x\cdot By+y\cdot Cy\right).$$

Positive definiteness of the full Hessian passes to three smaller matrices. Setting $y=0$ in its quadratic form gives it for $A$, and setting $x=0$ gives it for $C$. Setting $x=-A^{-1}By$ turns the form into $y\cdot Sy$, so $S$ is positive definite as well.

For any positive definite $M$ and vector $b$, completing the square gives

$$b\cdot x+\tfrac12x\cdot Mx=\tfrac12(x+M^{-1}b)\cdot M(x+M^{-1}b)-\tfrac12\,b\cdot M^{-1}b .$$

At fixed $y$, the linear coefficient of $x$ is $g+By$. Use the identity with $M=A$ and $b=g+By$, and expand the last term:

$$-\tfrac12(g+By)\cdot A^{-1}(g+By)=-\tfrac12g\cdot A^{-1}g-(B^TA^{-1}g)\cdot y-\tfrac12\,y\cdot B^TA^{-1}By .$$

Adding $k\cdot y+\tfrac12y\cdot Cy$ and collecting powers of $y$,

$$E(x,y)=-\tfrac12g\cdot A^{-1}g+r\cdot y+\tfrac12y\cdot Sy+\tfrac12 z\cdot Az,$$

with $r=k-B^TA^{-1}g$ and $z=x+A^{-1}(g+By)$. The last term vanishes when $x$ follows $y$.

At $y=0$ the minimum is therefore $E_0=-\tfrac12g\cdot A^{-1}g$. With $y$ free, the same identity with $M=S$ and $b=r$ gives $E_1=E_0-\tfrac12r\cdot S^{-1}r$.

For the bound, try your uncoupled step $y=-w$, where $w=C^{-1}r$, in the reduced function. Its value cannot lie below the minimum:

$$-\tfrac12r\cdot S^{-1}r\le -r\cdot w+\tfrac12w\cdot Sw=-\tfrac12r\cdot C^{-1}r-\tfrac12(Bw)\cdot A^{-1}(Bw).$$

Hence

$$r\cdot S^{-1}r\ge r\cdot C^{-1}r+(Bw)\cdot A^{-1}(Bw).$$

The last term is nonnegative, which proves the bound. If the bound is an equality, that term must vanish, so $Bw=0$. Conversely, $Bw=0$ gives $Sw=Cw=r$, so $S^{-1}r=w$ and the two values agree.

With one variable of each kind, $A=C=1$, $B=0.6$ and $r=1$, the estimate is $0.5$ and the true error $0.78125$. Readjustment softens the orbital curvature from $1$ to $0.64$, so there is more energy to gain.

### Use the gradient at the frozen minimum

The vector in these formulas is $r$, not $k$. They agree if you expand about the converged frozen solution, where $g=0$, but not in general. Take $A=C=1$, $B=\tfrac12$, $g=2$, $k=1$. Then $r=0$ and freezing costs nothing, while putting $k$ in place of $r$ would predict an error of $\tfrac23$.

### What the Lean theorems say

The index types `m` and `n` label the components of $x$ and $y$; they are arbitrary finite types. Vectors are functions such as `m → ℝ`, `⬝ᵥ` is the dot product and `*ᵥ` applies a matrix to a vector. The function `energy` is $E(x,y)$, with the factor $\tfrac12$ in front of the whole quadratic form. `schur` is $S$, a dressed Hessian and not an overlap matrix, and `orbitalGradient` is $r$. The blocks $A$ and $B$ are not the matrices of the same names in linear response theory, and `E₀` is the frozen minimum, not a ground-state label.

The physical hypothesis is `(fromBlocks A B Bᵀ C).PosDef`: the full Hessian is symmetric and every nonzero displacement has positive curvature. For CASSCF, redundant parameters must be removed, and the Hessian at the expansion point must have only positive eigenvalues when the frozen rotations are included. Convergence of the frozen calculation to a minimum does not guarantee this. An excited state sitting at a saddle point does not satisfy it.

`IsLeast` says that a number is attained as an energy and that no energy lies below it. The theorem `frozen_orbital_error` takes `E₀` and `E₁` as such least values, and gives the formula for their difference together with the lower bound. `error_eq_uncoupled_iff` gives the equality condition, and `minima` shows that both least values exist.

The step left to you is replacing the true CASSCF energy, which is not quadratic in the rotations, by its second-order expansion. Within that expansion, the result tells you which way an orbital-only estimate of a restricted calculation errs.

```lean
import Mathlib

open Matrix

namespace FrozenOrbitalError

noncomputable section

variable {m n : Type*} [Fintype m] [Fintype n]

/-- Second-order energy in the relaxed variables `x` and the orbital rotations `y`, with
gradients `g`, `k`, diagonal Hessian blocks `A`, `C` and coupling block `B`. -/
def energy (A : Matrix m m ℝ) (B : Matrix m n ℝ) (C : Matrix n n ℝ)
    (g : m → ℝ) (k : n → ℝ) (x : m → ℝ) (y : n → ℝ) : ℝ :=
  g ⬝ᵥ x + k ⬝ᵥ y + (x ⬝ᵥ A *ᵥ x + 2 * (x ⬝ᵥ B *ᵥ y) + y ⬝ᵥ C *ᵥ y) / 2

/-- A bilinear form read from the other side has the transposed matrix. -/
theorem dot_transpose (x : m → ℝ) (M : Matrix m n ℝ) (y : n → ℝ) :
    x ⬝ᵥ M *ᵥ y = y ⬝ᵥ Mᵀ *ᵥ x := by
  rw [Matrix.dotProduct_mulVec, ← Matrix.mulVec_transpose, dotProduct_comm]

variable [DecidableEq m]

/-- The orbital Hessian dressed by the response of the relaxed variables, `S = C - Bᵀ A⁻¹ B`, for
symmetric invertible `A`. -/
def schur (A : Matrix m m ℝ) (B : Matrix m n ℝ) (C : Matrix n n ℝ) : Matrix n n ℝ :=
  C - Bᵀ * A⁻¹ * B

/-- The orbital gradient `r = k - Bᵀ A⁻¹ g` at the relaxed point `x = -A⁻¹ g`, `y = 0`, for positive
definite `A`. -/
def orbitalGradient (A : Matrix m m ℝ) (B : Matrix m n ℝ) (g : m → ℝ) (k : n → ℝ) : n → ℝ :=
  k - Bᵀ *ᵥ (A⁻¹ *ᵥ g)

/-- For a positive definite Hessian `M`, the vector `M⁻¹ b` solves the linear response
equation with right-hand side `b`. -/
theorem posDef_solve {M : Matrix m m ℝ} (h : M.PosDef) (b : m → ℝ) :
    M *ᵥ (M⁻¹ *ᵥ b) = b := by
  rw [Matrix.mulVec_mulVec, Matrix.mul_nonsing_inv _ h.det_pos.ne'.isUnit, Matrix.one_mulVec]

/-- A quadratic energy with positive definite Hessian `M` and gradient `b` is a square centred
at the Newton point `-M⁻¹ b`, minus half of `b · M⁻¹ b`. -/
theorem complete_square {M : Matrix m m ℝ} (h : M.PosDef) (b x : m → ℝ) :
    b ⬝ᵥ x + (x ⬝ᵥ M *ᵥ x) / 2 =
      ((x + M⁻¹ *ᵥ b) ⬝ᵥ M *ᵥ (x + M⁻¹ *ᵥ b)) / 2 - (b ⬝ᵥ M⁻¹ *ᵥ b) / 2 := by
  have hs : Mᵀ = M := (conjTranspose_eq_transpose_of_trivial M).symm.trans h.isHermitian.eq
  have h1 := posDef_solve h b
  have h2 : (M⁻¹ *ᵥ b) ⬝ᵥ M *ᵥ x = x ⬝ᵥ b := by
    rw [dot_transpose (M⁻¹ *ᵥ b) M x, hs, h1]
  have h3 := dotProduct_comm x b
  have h4 := dotProduct_comm (M⁻¹ *ᵥ b) b
  rw [Matrix.mulVec_add, h1]
  simp only [add_dotProduct, dotProduct_add]
  linarith

/-- The dressed curvature along `y` is the bare curvature minus the response term
`(B y) · A⁻¹ (B y)`. -/
theorem schur_form (A : Matrix m m ℝ) (B : Matrix m n ℝ) (C : Matrix n n ℝ) (y : n → ℝ) :
    y ⬝ᵥ schur A B C *ᵥ y = y ⬝ᵥ C *ᵥ y - (B *ᵥ y) ⬝ᵥ A⁻¹ *ᵥ (B *ᵥ y) := by
  rw [schur, Matrix.sub_mulVec, dotProduct_sub, ← Matrix.mulVec_mulVec, ← Matrix.mulVec_mulVec]
  have e : (B *ᵥ y) ⬝ᵥ A⁻¹ *ᵥ (B *ᵥ y) = y ⬝ᵥ Bᵀ *ᵥ (A⁻¹ *ᵥ (B *ᵥ y)) :=
    (dotProduct_comm _ _).trans (dot_transpose _ B y)
  rw [e]

/-- For positive definite `A`, the energy splits into a constant, a quadratic function of the
orbital rotations with gradient `r` and Hessian `S`, and a square containing `x`. -/
theorem energy_fold {A : Matrix m m ℝ} (hA : A.PosDef) (B : Matrix m n ℝ) (C : Matrix n n ℝ)
    (g : m → ℝ) (k : n → ℝ) (x : m → ℝ) (y : n → ℝ) :
    energy A B C g k x y = -((g ⬝ᵥ A⁻¹ *ᵥ g) / 2)
      + (orbitalGradient A B g k ⬝ᵥ y + (y ⬝ᵥ schur A B C *ᵥ y) / 2)
      + ((x + A⁻¹ *ᵥ (g + B *ᵥ y)) ⬝ᵥ A *ᵥ (x + A⁻¹ *ᵥ (g + B *ᵥ y))) / 2 := by
  have hs : Aᵀ = A := (conjTranspose_eq_transpose_of_trivial A).symm.trans hA.isHermitian.eq
  -- complete the square in `x` at fixed `y`
  have e1 := complete_square hA (g + B *ᵥ y) x
  have e2 : g ⬝ᵥ A⁻¹ *ᵥ (B *ᵥ y) = (B *ᵥ y) ⬝ᵥ A⁻¹ *ᵥ g := by
    rw [dot_transpose g A⁻¹ (B *ᵥ y), Matrix.transpose_nonsing_inv, hs]
  have e3 : (B *ᵥ y) ⬝ᵥ A⁻¹ *ᵥ g = (Bᵀ *ᵥ (A⁻¹ *ᵥ g)) ⬝ᵥ y :=
    (dotProduct_comm _ _).trans ((dot_transpose _ B y).trans (dotProduct_comm _ _))
  have e4 := schur_form A B C y
  have e5 := dotProduct_comm x (B *ᵥ y)
  have e6 := add_dotProduct g (B *ᵥ y) x
  have e7 : (g + B *ᵥ y) ⬝ᵥ A⁻¹ *ᵥ (g + B *ᵥ y) = g ⬝ᵥ A⁻¹ *ᵥ g + g ⬝ᵥ A⁻¹ *ᵥ (B *ᵥ y)
      + ((B *ᵥ y) ⬝ᵥ A⁻¹ *ᵥ g + (B *ᵥ y) ⬝ᵥ A⁻¹ *ᵥ (B *ᵥ y)) := by
    simp only [Matrix.mulVec_add, add_dotProduct, dotProduct_add]
    ring
  simp only [energy, orbitalGradient, sub_dotProduct]
  linarith

variable {A : Matrix m m ℝ} {B : Matrix m n ℝ} {C : Matrix n n ℝ}

/-- If the full Hessian is positive definite, so are both diagonal blocks and the dressed
orbital Hessian. -/
theorem blocks_posDef (h : (fromBlocks A B Bᵀ C).PosDef) :
    A.PosDef ∧ C.PosDef ∧ (schur A B C).PosDef := by
  obtain ⟨hAs, -, -, hCs⟩ := isHermitian_fromBlocks_iff.1 h.isHermitian
  have hp : ∀ (x : m → ℝ) (y : n → ℝ), (x ≠ 0 ∨ y ≠ 0) →
      0 < x ⬝ᵥ A *ᵥ x + 2 * (x ⬝ᵥ B *ᵥ y) + y ⬝ᵥ C *ᵥ y := by
    intro x y hxy
    have hne : Sum.elim x y ≠ 0 := by
      intro h0
      rcases hxy with hx | hy
      · exact hx (funext fun i => congrFun h0 (Sum.inl i))
      · exact hy (funext fun i => congrFun h0 (Sum.inr i))
    have hq := h.dotProduct_mulVec_pos hne
    have he : star (Sum.elim x y) ⬝ᵥ fromBlocks A B Bᵀ C *ᵥ Sum.elim x y =
        x ⬝ᵥ (A *ᵥ x + B *ᵥ y) + y ⬝ᵥ (Bᵀ *ᵥ x + C *ᵥ y) := by
      rw [star_trivial, Matrix.fromBlocks_mulVec]
      exact Fintype.sum_sum_type _
    rw [he, dotProduct_add, dotProduct_add] at hq
    linarith [dot_transpose x B y]
  have hA : A.PosDef := posDef_iff_dotProduct_mulVec.2
    ⟨hAs, fun x hx => by simpa using hp x 0 (Or.inl hx)⟩
  have hC : C.PosDef := posDef_iff_dotProduct_mulVec.2
    ⟨hCs, fun y hy => by simpa using hp 0 y (Or.inr hy)⟩
  have hAt : Aᵀ = A := (conjTranspose_eq_transpose_of_trivial A).symm.trans hAs.eq
  have hCt : Cᵀ = C := (conjTranspose_eq_transpose_of_trivial C).symm.trans hCs.eq
  refine ⟨hA, hC, posDef_iff_dotProduct_mulVec.2 ⟨?_, fun y hy => ?_⟩⟩
  · show (schur A B C)ᴴ = schur A B C
    rw [conjTranspose_eq_transpose_of_trivial]
    simp only [schur, transpose_sub, transpose_mul, transpose_transpose,
      Matrix.transpose_nonsing_inv, hAt, hCt, Matrix.mul_assoc]
  · -- let `x` follow `y` adiabatically
    have h2 := hp (-(A⁻¹ *ᵥ (B *ᵥ y))) y (Or.inr hy)
    simp only [Matrix.mulVec_neg, posDef_solve hA, neg_dotProduct, dotProduct_neg, neg_neg] at h2
    have h3 := dotProduct_comm (A⁻¹ *ᵥ (B *ᵥ y)) (B *ᵥ y)
    rw [star_trivial, schur_form]
    linarith

variable [DecidableEq n]

/-- For a positive definite Hessian, the frozen (`y = 0`) and the fully relaxed energy both
attain their minima, with the values given. -/
theorem minima (h : (fromBlocks A B Bᵀ C).PosDef) (g : m → ℝ) (k : n → ℝ) :
    IsLeast (Set.range fun x => energy A B C g k x 0) (-((g ⬝ᵥ A⁻¹ *ᵥ g) / 2)) ∧
    IsLeast (Set.range fun p : (m → ℝ) × (n → ℝ) => energy A B C g k p.1 p.2)
      (-((g ⬝ᵥ A⁻¹ *ᵥ g) / 2) - (orbitalGradient A B g k ⬝ᵥ
        (schur A B C)⁻¹ *ᵥ orbitalGradient A B g k) / 2) := by
  obtain ⟨hA, -, hS⟩ := blocks_posDef h
  have nA : ∀ v : m → ℝ, 0 ≤ v ⬝ᵥ A *ᵥ v := fun v => by
    simpa only [star_trivial] using hA.posSemidef.dotProduct_mulVec_nonneg v
  have nS : ∀ v : n → ℝ, 0 ≤ v ⬝ᵥ schur A B C *ᵥ v := fun v => by
    simpa only [star_trivial] using hS.posSemidef.dotProduct_mulVec_nonneg v
  have key : ∀ x, energy A B C g k x 0 =
      ((x + A⁻¹ *ᵥ g) ⬝ᵥ A *ᵥ (x + A⁻¹ *ᵥ g)) / 2 - (g ⬝ᵥ A⁻¹ *ᵥ g) / 2 := by
    intro x
    rw [← complete_square hA]
    simp [energy]
  refine ⟨⟨⟨-(A⁻¹ *ᵥ g), ?_⟩, ?_⟩, ⟨⟨(-(A⁻¹ *ᵥ (g + B *ᵥ
    (-((schur A B C)⁻¹ *ᵥ orbitalGradient A B g k)))),
    -((schur A B C)⁻¹ *ᵥ orbitalGradient A B g k)), ?_⟩, ?_⟩⟩
  · show energy A B C g k _ 0 = _
    rw [key, neg_add_cancel, zero_dotProduct]
    ring
  · rintro _ ⟨x, rfl⟩
    show _ ≤ energy A B C g k x 0
    rw [key]
    linarith [nA (x + A⁻¹ *ᵥ g)]
  · show energy A B C g k _ _ = _
    rw [energy_fold hA, complete_square hS, neg_add_cancel, neg_add_cancel,
      zero_dotProduct, zero_dotProduct]
    ring
  · rintro _ ⟨⟨x, y⟩, rfl⟩
    show _ ≤ energy A B C g k x y
    rw [energy_fold hA, complete_square hS]
    linarith [nA (x + A⁻¹ *ᵥ (g + B *ᵥ y)),
      nS (y + (schur A B C)⁻¹ *ᵥ orbitalGradient A B g k)]

/-- For a positive definite Hessian and any orbital gradient `r`, the dressed form `r · S⁻¹ r`
exceeds the bare form `r · C⁻¹ r` by at least `(B w) · A⁻¹ (B w)`, where `w = C⁻¹ r`. -/
theorem coupling_bound (h : (fromBlocks A B Bᵀ C).PosDef) (r : n → ℝ) :
    r ⬝ᵥ C⁻¹ *ᵥ r + (B *ᵥ (C⁻¹ *ᵥ r)) ⬝ᵥ A⁻¹ *ᵥ (B *ᵥ (C⁻¹ *ᵥ r)) ≤
      r ⬝ᵥ (schur A B C)⁻¹ *ᵥ r := by
  obtain ⟨-, hC, hS⟩ := blocks_posDef h
  -- the uncoupled step is a trial point for the dressed problem
  have h1 := complete_square hS r (-(C⁻¹ *ᵥ r))
  have h2 := hS.posSemidef.dotProduct_mulVec_nonneg (-(C⁻¹ *ᵥ r) + (schur A B C)⁻¹ *ᵥ r)
  rw [star_trivial] at h2
  have h3 := schur_form A B C (C⁻¹ *ᵥ r)
  rw [posDef_solve hC] at h3
  have h4 := dotProduct_comm (C⁻¹ *ᵥ r) r
  simp only [Matrix.mulVec_neg, neg_dotProduct, dotProduct_neg, neg_neg] at h1
  linarith

/-- Frozen-orbital error: for a positive definite Hessian, freezing `y = 0` raises the minimum
from `E₁` to `E₀` by `r · S⁻¹ r / 2`, which is at least the uncoupled estimate
`r · C⁻¹ r / 2`. -/
theorem frozen_orbital_error (h : (fromBlocks A B Bᵀ C).PosDef) {g : m → ℝ} {k : n → ℝ}
    {E₀ E₁ : ℝ} (h₀ : IsLeast (Set.range fun x => energy A B C g k x 0) E₀)
    (h₁ : IsLeast (Set.range fun p : (m → ℝ) × (n → ℝ) => energy A B C g k p.1 p.2) E₁) :
    E₀ - E₁ = (orbitalGradient A B g k ⬝ᵥ
        (schur A B C)⁻¹ *ᵥ orbitalGradient A B g k) / 2 ∧
    (orbitalGradient A B g k ⬝ᵥ C⁻¹ *ᵥ orbitalGradient A B g k) / 2 ≤ E₀ - E₁ := by
  have e₀ := h₀.unique (minima h g k).1
  have e₁ := h₁.unique (minima h g k).2
  have hb := coupling_bound h (orbitalGradient A B g k)
  have hn := (blocks_posDef h).1.inv.posSemidef.dotProduct_mulVec_nonneg
    (B *ᵥ (C⁻¹ *ᵥ orbitalGradient A B g k))
  rw [star_trivial] at hn
  constructor <;> linarith

/-- For a positive definite Hessian, the uncoupled estimate equals the frozen-orbital error exactly
when `B C⁻¹ r = 0`, so that the uncoupled orbital step `-C⁻¹ r` exerts no force on the relaxed
variables. -/
theorem error_eq_uncoupled_iff (h : (fromBlocks A B Bᵀ C).PosDef) {g : m → ℝ} {k : n → ℝ}
    {E₀ E₁ : ℝ} (h₀ : IsLeast (Set.range fun x => energy A B C g k x 0) E₀)
    (h₁ : IsLeast (Set.range fun p : (m → ℝ) × (n → ℝ) => energy A B C g k p.1 p.2) E₁) :
    E₀ - E₁ = (orbitalGradient A B g k ⬝ᵥ C⁻¹ *ᵥ orbitalGradient A B g k) / 2 ↔
      B *ᵥ (C⁻¹ *ᵥ orbitalGradient A B g k) = 0 := by
  obtain ⟨hA, hC, hS⟩ := blocks_posDef h
  rw [(frozen_orbital_error h h₀ h₁).1]
  generalize orbitalGradient A B g k = r
  constructor
  · intro he
    by_contra hne
    have hp := hA.inv.dotProduct_mulVec_pos hne
    rw [star_trivial] at hp
    linarith [coupling_bound h r]
  · intro hz
    -- without a force the bare step also solves the dressed equation
    have hw : schur A B C *ᵥ (C⁻¹ *ᵥ r) = r := by
      rw [schur, Matrix.sub_mulVec, posDef_solve hC, ← Matrix.mulVec_mulVec, hz,
        Matrix.mulVec_zero, sub_zero]
    have hu : (schur A B C)⁻¹ *ᵥ r = C⁻¹ *ᵥ r := by
      calc (schur A B C)⁻¹ *ᵥ r
          = (schur A B C)⁻¹ *ᵥ (schur A B C *ᵥ (C⁻¹ *ᵥ r)) := by rw [hw]
        _ = C⁻¹ *ᵥ r := by
          rw [Matrix.mulVec_mulVec, Matrix.nonsing_inv_mul _ hS.det_pos.ne'.isUnit,
            Matrix.one_mulVec]
    rw [hu]

end

end FrozenOrbitalError
```

```lean
#print axioms FrozenOrbitalError.frozen_orbital_error
#print axioms FrozenOrbitalError.error_eq_uncoupled_iff
```

```
'FrozenOrbitalError.frozen_orbital_error' depends on axioms: [propext, Classical.choice, Quot.sound]
'FrozenOrbitalError.error_eq_uncoupled_iff' depends on axioms: [propext, Classical.choice, Quot.sound]
```

### From the squares to the two minima in Lean

`dot_transpose` moves a matrix across a dot product, and `posDef_solve` states $M(M^{-1}b)=b$. With these, `complete_square` expands the square, and `linarith` combines the resulting scalar products. `schur_form` writes $y\cdot Sy$ as bare curvature minus response, and `energy_fold` is the formula for $E(x,y)$ after completing the square in $x$.

`blocks_posDef` first turns the block hypothesis into positivity of the quadratic form in $x$ and $y$, named `hp`. It then inserts the same three choices as above: $y=0$, $x=0$ and $x=-A^{-1}By$.

In `minima`, each `IsLeast` splits into two tasks. Attainment is shown at the explicit minimiser, where the squares vanish. The lower bound follows because the squares are nonnegative, which is recorded in `nA` and `nS`.

`coupling_bound` inserts the trial step $-C^{-1}r$ and keeps the response term $(Bw)\cdot A^{-1}(Bw)$. In `frozen_orbital_error`, uniqueness of least values identifies `E₀` and `E₁` with the formulas from `minima`, and dropping the nonnegative response term leaves the bound.

For the equality condition, one direction assumes $Bw\ne0$, which makes the response term strictly positive and contradicts equality. The other proves $Sw=r$ in `hw` and applies $S^{-1}$ to get `hu`.
